# BRST classes correspond one-to-one to the states of ker N when N = QR + RQ is diagonalizable and the charge Q vanishes on ker N

On a finite-dimensional complex vector space, let Q be a BRST charge, so Q² = 0, and let R be an operator for which N = QR + RQ is diagonalizable. `IsBRST.physical_bijective` states that if Q vanishes on ker N, the linear map taking each vector of ker N to its class in the cohomology ker Q / im Q is a bijection. "States" here are all vectors, zero included, with no inner product or normalisation. The attempt takes surjectivity from an earlier lemma and proves injectivity by showing that a state p of ker N with zero class is exact, p = Qw. Splitting w = k + Nu with k in ker N then gives p = N(Qu), so p lies in both ker N and the image of N, which meet only in zero.

In Lean, a first try:

```lean
import Mathlib

open LinearMap (ker range)

namespace PhysicalBijective

variable {V : Type*} [AddCommGroup V] [Module ℂ V]

/-- The BRST charge `Q` squares to zero, and its anticommutator with `R` is the diagonalizable
operator `N`. -/
structure IsBRST (Q R N : Module.End ℂ V) : Prop where
  nilpotent : ∀ v, Q (Q v) = 0
  anticomm : ∀ v, Q (R v) + R (Q v) = N v
  diagonalizable : ⨆ μ : ℂ, Module.End.eigenspace N μ = ⊤

/-- The BRST cohomology of a charge `Q` with `Q² = 0`: closed vectors modulo exact vectors. -/
abbrev Cohomology (Q : Module.End ℂ V) : Type _ :=
  ↥(ker Q) ⧸ (range Q).comap (ker Q).subtype

/-- The map that sends each state of a space `S` of closed states to its BRST class. -/
def classMap (Q : Module.End ℂ V) (S : Submodule ℂ V) (hS : S ≤ ker Q) :
    ↥S →ₗ[ℂ] Cohomology Q :=
  (Submodule.mkQ _).comp (Submodule.inclusion hS)

variable {Q R N : Module.End ℂ V}

/-- In a BRST system the charge `Q` commutes with `N`. -/
theorem IsBRST.commute (h : IsBRST Q R N) (v : V) : Q (N v) = N (Q v) := by
  rw [← h.anticomm v, ← h.anticomm (Q v)]
  simp only [map_add, h.nilpotent, map_zero, zero_add, add_zero]

variable [FiniteDimensional ℂ V]

/-- In a finite-dimensional BRST system every state splits uniquely into a part in `ker N`
and a part in the image of `N`. -/
theorem IsBRST.isCompl (h : IsBRST Q R N) : IsCompl (ker N) (range N) := by
  -- eigenvectors with nonzero eigenvalue lie in the image of N
  have hs : ker N ⊔ range N = ⊤ := by
    rw [eq_top_iff, ← h.diagonalizable]
    refine iSup_le fun μ v hv => ?_
    rw [Module.End.mem_eigenspace_iff] at hv
    by_cases hμ : μ = 0
    · exact Submodule.mem_sup_left (by simp [LinearMap.mem_ker, hv, hμ])
    · exact Submodule.mem_sup_right
        ⟨μ⁻¹ • v, by rw [map_smul, hv, smul_smul, inv_mul_cancel₀ hμ, one_smul]⟩
  -- rank-nullity leaves no room for an overlap
  have h1 := Submodule.finrank_sup_add_finrank_inf_eq (ker N) (range N)
  have h2 := LinearMap.finrank_range_add_finrank_ker N
  rw [hs, finrank_top] at h1
  have h3 : Module.finrank ℂ ↥(ker N ⊓ range N) = 0 := by omega
  exact ⟨disjoint_iff.mpr (Submodule.finrank_eq_zero.mp h3), codisjoint_iff.mpr hs⟩

private theorem IsBRST.split (h : IsBRST Q R N) (v : V) :
    ∃ k u, N k = 0 ∧ v = k + N u := by
  have hv : v ∈ ker N ⊔ range N := by
    rw [h.isCompl.sup_eq_top]
    exact Submodule.mem_top
  obtain ⟨k, hk, y, ⟨u, hu⟩, hy⟩ := Submodule.mem_sup.mp hv
  exact ⟨k, u, LinearMap.mem_ker.mp hk, by rw [hu, hy]⟩

private theorem IsBRST.eq_zero (h : IsBRST Q R N) {x u : V}
    (hx : N x = 0) (hu : N u = x) : x = 0 :=
  Submodule.disjoint_def.mp h.isCompl.disjoint x (LinearMap.mem_ker.mpr hx) ⟨u, hu⟩

/-- Quartet mechanism: in a finite-dimensional BRST system, the `ker N` component `p` of a
closed state `v` is itself closed, and `v` differs from `p` by an exact state. -/
theorem IsBRST.quartet (h : IsBRST Q R N) {v p : V} (hv : Q v = 0)
    (hp : N p = 0) (hvp : v - p ∈ range N) : Q p = 0 ∧ ∃ w, v = p + Q w := by
  obtain ⟨u, hu⟩ := hvp
  -- Q p lies both in ker N and in the image of N
  have hQp : Q p = 0 := by
    refine h.eq_zero (u := -Q u) (by rw [← h.commute, hp, map_zero]) ?_
    rw [map_neg, ← h.commute, hu, map_sub, hv, zero_sub, neg_neg]
  -- write v - p = N x with x = N u' in the image of N; then x is closed
  obtain ⟨k, u', hk, hu'⟩ := h.split u
  have hNN : N (N u') = v - p := by
    rw [← hu, hu', map_add, hk, zero_add]
  have hc : Q (N u') = 0 := by
    refine h.eq_zero (u := Q u') ?_ (h.commute u').symm
    rw [← h.commute, hNN, map_sub, hv, hQp, sub_zero]
  -- on a closed x the anticommutator reduces to Q R x
  have hx := h.anticomm (N u')
  rw [hc, map_zero, add_zero, hNN] at hx
  exact ⟨hQp, R (N u'), by rw [hx]; abel⟩

/-- In a finite-dimensional BRST system, a space of closed states that contains all closed
states of `ker N` represents every BRST class. -/
theorem IsBRST.classMap_surjective (h : IsBRST Q R N) (S : Submodule ℂ V)
    (hS : S ≤ ker Q) (hNS : ker Q ⊓ ker N ≤ S) :
    Function.Surjective (classMap Q S hS) := by
  intro c
  obtain ⟨⟨v, hv⟩, rfl⟩ := Submodule.mkQ_surjective _ c
  obtain ⟨k, u, hk, hu⟩ := h.split v
  obtain ⟨hQk, w, hw⟩ := h.quartet (LinearMap.mem_ker.mp hv) hk
    ⟨u, by rw [hu, add_sub_cancel_left]⟩
  refine ⟨⟨k, hNS (Submodule.mem_inf.mpr
    ⟨LinearMap.mem_ker.mpr hQk, LinearMap.mem_ker.mpr hk⟩)⟩, ?_⟩
  refine (Submodule.Quotient.eq _).2 ?_
  change k - v ∈ range Q
  exact ⟨-w, by rw [map_neg, hw]; abel⟩

/-- In a finite-dimensional BRST system whose charge vanishes on `ker N`, each BRST class
contains exactly one state of `ker N`: the class map is a linear bijection. -/
theorem IsBRST.physical_bijective (h : IsBRST Q R N) (hphys : ker N ≤ ker Q) :
    Function.Bijective (classMap Q (ker N) hphys) := by
  refine ⟨?_, h.classMap_surjective _ hphys inf_le_right⟩
  rw [injective_iff_map_eq_zero]
  rintro ⟨p, hp⟩ hc
  have hex : p ∈ range Q := (Submodule.Quotient.mk_eq_zero _).1 hc
  obtain ⟨w, hw⟩ := hex
  obtain ⟨k, u, hk, hu⟩ := h.split w
  -- an exact state of ker N also lies in the image of N
  refine Subtype.ext (h.eq_zero (u := Q u) (LinearMap.mem_ker.mp hp) ?_)
  rw [← h.commute, ← hw, hu, map_add,
    LinearMap.mem_ker.mp (hphys (LinearMap.mem_ker.mpr hk)), zero_add]

end PhysicalBijective
```

The error:

```
Main.lean:109:64: error: Application type mismatch: The argument
  hc
has type
  (classMap Q (ker N) hphys) ⟨p, hp⟩ = 0
but is expected to have type
  Submodule.Quotient.mk p = 0
in the application
  (Submodule.Quotient.mk_eq_zero (range Q)).mp hc
Main.lean:114:19: error: Tactic `rewrite` failed: motive is not type correct:
  fun _a => Q (N u) = ↑⟨_a, hp⟩
Error: Application type mismatch: The argument
  hp
has type
  p ∈ ker N
but is expected to have type
  _a ∈ ker N
in the application
  ⟨_a, hp⟩

Explanation: The rewrite tactic rewrites an expression 'e' using an equality 'a = b' by the following process. First, it looks for all 'a' in 'e'. Second, it tries to abstract these occurrences of 'a' to create a function 'm := fun _a => ...', called the *motive*, with the property that 'm a' is definitionally equal to 'e'. Third, we observe that 'congrArg' implies that 'm a = m b', which can be used with lemmas such as 'Eq.mpr' to change the goal. However, if 'e' depends on specific properties of 'a', then the motive 'm' might not typecheck.

Possible solutions: use rewrite's 'occs' configuration option to limit which occurrences are rewritten, or use 'simp' or 'conv' mode, which have strategies for certain kinds of dependencies (these tactics can handle proofs and 'Decidable' instances whose types depend on the rewritten term, and 'simp' can apply user-defined '@[congr]' theorems as well).

V : Type u_1
inst✝² : AddCommGroup V
inst✝¹ : Module ℂ V
Q R N : Module.End ℂ V
inst✝ : FiniteDimensional ℂ V
h : IsBRST Q R N
hphys : ker N ≤ ker Q
p : V
hp : p ∈ ker N
hc : (classMap Q (ker N) hphys) ⟨p, hp⟩ = 0
w : V
hw : Q w = p
k u : V
hk : N k = 0
hu : w = k + N u
⊢ Q (N u) = ↑⟨p, hp⟩
```

Fix (accepted with no message):

```diff
@@ -107,9 +107,12 @@
   rw [injective_iff_map_eq_zero]
   rintro ⟨p, hp⟩ hc
-  have hex : p ∈ range Q := (Submodule.Quotient.mk_eq_zero _).1 hc
+  have hmem : (⟨p, hphys hp⟩ : ↥(ker Q)) ∈ (range Q).comap (ker Q).subtype :=
+    (Submodule.Quotient.mk_eq_zero _).1 hc
+  have hex : p ∈ range Q := hmem
   obtain ⟨w, hw⟩ := hex
   obtain ⟨k, u, hk, hu⟩ := h.split w
   -- an exact state of ker N also lies in the image of N
   refine Subtype.ext (h.eq_zero (u := Q u) (LinearMap.mem_ker.mp hp) ?_)
+  change N (Q u) = p
   rw [← h.commute, ← hw, hu, map_add,
     LinearMap.mem_ker.mp (hphys (LinearMap.mem_ker.mpr hk)), zero_add]
```

What went wrong. In the first error, the expected type `p ∈ range Q` made Lean read `Submodule.Quotient.mk_eq_zero` with the submodule `range Q` of `V`. The lemma then wanted an equation in `V ⧸ range Q`, but `hc` is one in `Cohomology Q`, a quotient of `ker Q`. The new `hmem` states membership for `⟨p, hphys hp⟩` in the `comap` submodule that defines this quotient, so the lemma fits `hc`. By definition that membership means `p ∈ range Q`, so `hmem` also proves `hex`.

In the second error, the right side of the goal was `↑⟨p, hp⟩`, not plain `p`. Rewriting with `← hw` replaces `p` by `Q w`, also inside the pair, where `hp` still proves `p ∈ ker N` and no longer fits. That is the "motive is not type correct" message. The line `change N (Q u) = p` restates the goal in a definitionally equal form without the pair, so the rewrite can go through.
